# The Stoner dichotomy for a separable spin response

A separable spin response of strength $N$ with Stoner parameter $I$ is multiplied by $1/(1-NI)$ when the interaction is switched on, provided $NI\neq 1$. If $NI=1$, the equation for the interacting response has no solution.

## Physical setting

Take a system with $n$ sites, start from a reference state without magnetization in zero field, and let all fields point along one fixed axis. A magnetic field is a vector $h\in\mathbb R^n$ with one value $h_i$ per site, and the magnetization it induces is a vector $m\in\mathbb R^n$. The bare response $\chi_0$ is the matrix that gives the magnetization of the non-interacting electrons in a given field. It is assumed to be separable:

$$\chi_0 = N\,g g^{T},\qquad (\chi_0)_{ij}=N g_i g_j,\qquad \sum_i g_i=1 .$$

The profile $g$ fixes how the magnetization is distributed over the sites. Since $g$ is normalized, a uniform field of strength one produces the magnetization $Ng$, with total $N$. In a metal one may think of $N$ as the density of states at the Fermi level and of $g_i$ as the share of site $i$ in it. Factors of two for spin and factors of the Bohr magneton are absorbed into $N$, $h$ and the kernel.

The kernel $K$ is a real $n\times n$ matrix. It plays the part of the exchange-correlation kernel: a magnetization $m$ creates the additional field $Km$. If the energy in a field is written as $-h\cdot m$, then $K$ is minus the second derivative of the exchange-correlation energy with respect to the magnetization. The electrons respond to the total field, so

$$m=\chi_0\,(h+Km).$$

The interacting response $\chi$ gives the magnetization directly in terms of the external field and obeys $\chi=\chi_0+\chi_0K\chi$. In spin-density functional theory this is the form of the static linear-response equation for the spin susceptibility of an unpolarized reference state, restricted here to finitely many sites and a separable $\chi_0$.

## Statement

Let $I=g^{T}Kg=\sum_{i,j}g_iK_{ij}g_j$.

- If $NI\neq1$, a matrix $\chi$ satisfies $\chi=\chi_0+\chi_0K\chi$ exactly when $\chi=\chi_0/(1-NI)$. The entries of this matrix sum to $N/(1-NI)$.
- If $NI=1$, no matrix satisfies the equation.

Two companion results concern the magnetization itself. A nonzero self-consistent $m$ at $h=0$ exists exactly when $NI=1$. If $NI=1$, a field $h$ admits a self-consistent $m$ exactly when $g\cdot h=0$.

This is less than the Stoner criterion for ferromagnetism, which says that the paramagnetic state is unstable for $NI>1$. The equations here are linear and contain no energy, so they single out the point $NI=1$ but do not decide which state is stable on either side of it. For $NI>1$ the unique solution still exists, with a negative prefactor $1/(1-NI)$.

## Derivation

**The bare response has one direction.** For any field $v$,

$$(\chi_0v)_i=\sum_j N g_i g_j v_j=N(g\cdot v)\,g_i ,$$

so $\chi_0v=N(g\cdot v)\,g$.

**Self-consistency is a scalar equation.** With $v=h+Km$, the condition $m=\chi_0(h+Km)$ says that $m=cg$ with $c=N\,g\cdot(h+Km)$. Inserting $m=cg$ on the right gives $g\cdot K(cg)=cI$, hence

$$c=N(g\cdot h)+NI\,c,\qquad\text{or}\qquad (1-NI)\,c=N(g\cdot h).$$

Conversely, if $c$ obeys this equation, then $m=cg$ satisfies $\chi_0(h+Km)=N(g\cdot h+cI)\,g=cg=m$.

**The matrix equation is self-consistency for all fields.** Two matrices are equal exactly when they act equally on every vector. Thus $\chi=\chi_0+\chi_0K\chi$ holds exactly when $\chi h=\chi_0(h+K\chi h)$ for every $h$, that is, when $m=\chi h$ is self-consistent for every $h$.

**The case $NI\neq1$.** Division gives $c=N(g\cdot h)/(1-NI)$, so the only self-consistent magnetization is

$$m=\frac{N(g\cdot h)}{1-NI}\,g=\frac{\chi_0h}{1-NI}.$$

As this holds for every $h$, the unique response is $\chi=\chi_0/(1-NI)$. Its entries sum to

$$\frac{N}{1-NI}\sum_i g_i\sum_j g_j=\frac{N}{1-NI}.$$

**The case $NI=1$.** Suppose a solution $\chi$ existed. Apply it to the uniform field $h_i=1$, for which $g\cdot h=\sum_i g_i=1$. The scalar equation becomes $0\cdot c=N$, so $N=0$. Then $NI=0$, which contradicts $NI=1$.

**The companion results.** At $h=0$ the scalar equation is $(1-NI)c=0$. If $NI\neq1$, then $c=0$ and $m=0$. If $NI=1$, then $c=1$ is allowed and $m=g$ is a solution; it is nonzero because $g=0$ would give $I=0$. For a general field at $NI=1$, the equation reads $0=N(g\cdot h)$ with $N\neq0$. It can be solved exactly when $g\cdot h=0$, and then every amplitude $c$ is allowed.

### In an actual calculation

For a site-diagonal kernel with entries $J_i$, the Stoner parameter is $I=\sum_iJ_ig_i^2$. One then needs only the strength $N$, the site shares $g_i$ and the local exchange parameters $J_i$ to evaluate the enhancement. For example, two sites with $g=(\tfrac12,\tfrac12)$, $J_1=J_2=1$ and $N=1$ give $I=\tfrac12$. Every entry of $\chi_0$ is $\tfrac14$, every entry of $\chi$ is $\tfrac12$, and the total response doubles from 1 to 2.

A code with a general $\chi_0$ can solve the linear system $(1-\chi_0K)\chi=\chi_0$, and a separable input makes a convenient check because the answer is known. If the magnetization is instead iterated with linear mixing parameter $\alpha$, starting from a multiple of $g$, the error in the amplitude is multiplied at each step by $1-\alpha(1-NI)$. Convergence therefore becomes slow as $NI$ approaches 1 from below at fixed $\alpha$. This rate comes from the scalar equation by hand and is not among the Lean theorems.

## What the formal version assumes

The sites form an arbitrary finite type `ι`. Fields, magnetizations and profiles are functions `ι → ℝ`, and responses and kernels are matrices `Matrix ι ι ℝ`. In the notation of the file, `⬝ᵥ` is the dot product and `*ᵥ` applies a matrix to a vector.

- `bareResponse N g` is $\chi_0$, built from the outer product `vecMulVec g g`.
- `stonerParam K g` is $I$.
- `IsInteractingResponse N g K χ` is the proposition $\chi=\chi_0+\chi_0K\chi$.
- `SelfConsistent N g K h m` is the proposition $m=\chi_0(h+Km)$.

The main theorem, `stoner_dichotomy`, takes any real `N`, any real matrix `K` and the hypothesis `hg`, which says that the entries of `g` sum to one. The kernel need not be symmetric, and neither $N$ nor the entries of $g$ need be positive. The first half of the theorem says that, for every `χ`, being a solution is equivalent to being $\chi_0/(1-NI)$; this contains existence and uniqueness together. The second half denies that any solution exists at $NI=1$. The companion theorems do not use `hg`.

The sign convention is that, for positive $N$, a positive $I$ with $NI<1$ enhances the response. Separability is assumed and is not derived from an electronic structure. The response is static and linear, and only the component of the magnetization along one fixed axis appears.

One could instead have defined the response by the formula $\chi=(1-\chi_0K)^{-1}\chi_0$. The proof would then turn on the determinant $\det(1-\chi_0K)=1-NI$, and the case $NI=1$ would become a statement about a singular matrix. Lean's matrix inverse returns zero for a singular matrix, so that definition would yield $\chi=0$ at $NI=1$ and hide the breakdown. Stating the response as an equation lets the theorem say that there is no solution.

```lean
import Mathlib

open Matrix

namespace SeparableStonerResponse

noncomputable section

variable {ι : Type*} [Fintype ι]

/-- The separable bare spin response `χ₀ = N g gᵀ` with strength `N` and site profile `g`. -/
def bareResponse (N : ℝ) (g : ι → ℝ) : Matrix ι ι ℝ := N • vecMulVec g g

/-- The Stoner parameter `I = gᵀ K g` of the kernel `K` and the profile `g`. -/
def stonerParam (K : Matrix ι ι ℝ) (g : ι → ℝ) : ℝ := g ⬝ᵥ (K *ᵥ g)

/-- The response equation `χ = χ₀ + χ₀ K χ` for the interacting spin response `χ`. -/
def IsInteractingResponse (N : ℝ) (g : ι → ℝ) (K χ : Matrix ι ι ℝ) : Prop :=
  χ = bareResponse N g + bareResponse N g * K * χ

/-- The magnetization `m` is the bare response to the external field `h` plus the
induced field `K m`. -/
def SelfConsistent (N : ℝ) (g : ι → ℝ) (K : Matrix ι ι ℝ) (h m : ι → ℝ) : Prop :=
  m = bareResponse N g *ᵥ (h + K *ᵥ m)

/-- The bare response to a field `v` is the profile `g` with amplitude `N (g · v)`. -/
theorem bareResponse_mulVec (N : ℝ) (g v : ι → ℝ) :
    bareResponse N g *ᵥ v = (N * (g ⬝ᵥ v)) • g := by
  ext i
  simp only [bareResponse, Matrix.mulVec, dotProduct, Matrix.smul_apply, vecMulVec_apply,
    Pi.smul_apply, smul_eq_mul, Finset.mul_sum, Finset.sum_mul]
  exact Finset.sum_congr rfl fun j _ => by ring

/-- A magnetization is self-consistent exactly when it is `c g` with an amplitude `c`
that obeys `(1 - N I) c = N (g · h)`. -/
theorem selfConsistent_iff_amplitude {N : ℝ} {g : ι → ℝ} {K : Matrix ι ι ℝ} {h m : ι → ℝ} :
    SelfConsistent N g K h m ↔
      ∃ c : ℝ, m = c • g ∧ (1 - N * stonerParam K g) * c = N * (g ⬝ᵥ h) := by
  unfold SelfConsistent
  rw [bareResponse_mulVec]
  -- the field felt by the profile when the magnetization is `c g`
  have key : ∀ c : ℝ, g ⬝ᵥ (h + K *ᵥ (c • g)) = g ⬝ᵥ h + c * stonerParam K g := by
    intro c
    rw [dotProduct_add, Matrix.mulVec_smul, dotProduct_smul, smul_eq_mul, stonerParam]
  constructor
  · intro hm
    refine ⟨N * (g ⬝ᵥ (h + K *ᵥ m)), hm, ?_⟩
    have h2 := key (N * (g ⬝ᵥ (h + K *ᵥ m)))
    rw [← hm] at h2
    linear_combination N * h2
  · rintro ⟨c, rfl, hc⟩
    have e : N * (g ⬝ᵥ h + c * stonerParam K g) = c := by linear_combination -hc
    rw [key, e]

/-- Away from `N I = 1`, the self-consistent magnetization in a field `h` is unique and
equals `N (g · h) / (1 - N I)` times the profile. -/
theorem selfConsistent_iff {N : ℝ} {g : ι → ℝ} {K : Matrix ι ι ℝ} {h m : ι → ℝ}
    (hI : N * stonerParam K g ≠ 1) :
    SelfConsistent N g K h m ↔
      m = (N * (g ⬝ᵥ h) / (1 - N * stonerParam K g)) • g := by
  have h1 : 1 - N * stonerParam K g ≠ 0 := sub_ne_zero.mpr (Ne.symm hI)
  rw [selfConsistent_iff_amplitude]
  constructor
  · rintro ⟨c, rfl, hc⟩
    rw [← hc, mul_div_cancel_left₀ _ h1]
  · intro hm
    refine ⟨_, hm, ?_⟩
    rw [← mul_div_assoc, mul_div_cancel_left₀ _ h1]

/-- A matrix `χ` solves the response equation exactly when `χ h` is a self-consistent
magnetization for every field `h`. -/
theorem isInteractingResponse_iff_fields {N : ℝ} {g : ι → ℝ} {K χ : Matrix ι ι ℝ} :
    IsInteractingResponse N g K χ ↔ ∀ h, SelfConsistent N g K h (χ *ᵥ h) := by
  classical
  have e : ∀ h, (bareResponse N g + bareResponse N g * K * χ) *ᵥ h =
      bareResponse N g *ᵥ (h + K *ᵥ (χ *ᵥ h)) := by
    intro h
    simp only [Matrix.add_mulVec, Matrix.mulVec_add, Matrix.mulVec_mulVec, Matrix.mul_assoc]
  constructor
  · intro hχ h
    exact (congrArg (fun A : Matrix ι ι ℝ => A *ᵥ h) hχ).trans (e h)
  · intro H
    unfold IsInteractingResponse
    apply Matrix.toLin'.injective
    refine LinearMap.ext fun h => ?_
    rw [Matrix.toLin'_apply, Matrix.toLin'_apply, e]
    exact H h

/-- **Stoner dichotomy for a separable response.** For a normalized profile, `N I ≠ 1` gives
the unique response `χ₀ / (1 - N I)` with entries summing to `N / (1 - N I)`, and `N I = 1`
leaves the response equation without a solution. -/
theorem stoner_dichotomy {N : ℝ} {g : ι → ℝ} (K : Matrix ι ι ℝ) (hg : ∑ i, g i = 1) :
    (N * stonerParam K g ≠ 1 →
      (∀ χ, IsInteractingResponse N g K χ ↔
        χ = (1 - N * stonerParam K g)⁻¹ • bareResponse N g) ∧
      ∑ i, ∑ j, ((1 - N * stonerParam K g)⁻¹ • bareResponse N g) i j =
        N / (1 - N * stonerParam K g)) ∧
    (N * stonerParam K g = 1 → ¬ ∃ χ, IsInteractingResponse N g K χ) := by
  classical
  refine ⟨fun hI => ⟨fun χ => ?_, ?_⟩, ?_⟩
  · -- the enhanced response acts on each field as the self-consistent solution does
    have e : ∀ h, ((1 - N * stonerParam K g)⁻¹ • bareResponse N g) *ᵥ h =
        (N * (g ⬝ᵥ h) / (1 - N * stonerParam K g)) • g := by
      intro h
      have e0 : (1 - N * stonerParam K g)⁻¹ • bareResponse N g =
          bareResponse ((1 - N * stonerParam K g)⁻¹ * N) g := by
        simp only [bareResponse, smul_smul]
      rw [e0, bareResponse_mulVec]
      congr 1
      ring
    constructor
    · intro hχ
      apply Matrix.toLin'.injective
      refine LinearMap.ext fun h => ?_
      rw [Matrix.toLin'_apply, Matrix.toLin'_apply, e]
      exact (selfConsistent_iff hI).1 (isInteractingResponse_iff_fields.1 hχ h)
    · rintro rfl
      exact isInteractingResponse_iff_fields.2 fun h => (selfConsistent_iff hI).2 (e h)
  · simp only [bareResponse, Matrix.smul_apply, vecMulVec_apply, smul_eq_mul,
      ← Finset.mul_sum, hg, mul_one]
    ring
  · -- a uniform field would force `N = 0`
    rintro hI ⟨χ, hχ⟩
    obtain ⟨c, -, hc⟩ := selfConsistent_iff_amplitude.1
      (isInteractingResponse_iff_fields.1 hχ (fun _ => 1))
    have h1 : g ⬝ᵥ (fun _ => (1 : ℝ)) = 1 := by simpa [dotProduct] using hg
    rw [h1, hI] at hc
    have hN : N = 0 := by linarith
    rw [hN] at hI
    simp at hI

/-- A nonzero self-consistent magnetization without external field exists exactly when
`N I = 1`. -/
theorem spontaneous_magnetization_iff {N : ℝ} {g : ι → ℝ} {K : Matrix ι ι ℝ} :
    (∃ m, m ≠ 0 ∧ SelfConsistent N g K 0 m) ↔ N * stonerParam K g = 1 := by
  constructor
  · rintro ⟨m, hm, hs⟩
    by_contra hI
    apply hm
    rw [(selfConsistent_iff hI).1 hs]
    simp
  · intro hI
    refine ⟨g, ?_, selfConsistent_iff_amplitude.2 ⟨1, (one_smul ℝ g).symm, ?_⟩⟩
    · intro h0
      rw [h0] at hI
      simp [stonerParam] at hI
    · rw [hI]
      simp

/-- At `N I = 1`, a field `h` admits a self-consistent magnetization exactly when it is
orthogonal to the profile `g`. -/
theorem critical_field_iff {N : ℝ} {g : ι → ℝ} {K : Matrix ι ι ℝ} {h : ι → ℝ}
    (hI : N * stonerParam K g = 1) :
    (∃ m, SelfConsistent N g K h m) ↔ g ⬝ᵥ h = 0 := by
  have hN : N ≠ 0 := by
    intro h0
    rw [h0] at hI
    simp at hI
  constructor
  · rintro ⟨m, hm⟩
    obtain ⟨c, -, hc⟩ := selfConsistent_iff_amplitude.1 hm
    rw [hI] at hc
    have h0 : N * (g ⬝ᵥ h) = 0 := by linarith
    exact (mul_eq_zero.1 h0).resolve_left hN
  · intro h0
    refine ⟨(0 : ℝ) • g, selfConsistent_iff_amplitude.2 ⟨0, rfl, ?_⟩⟩
    rw [h0, mul_zero, mul_zero]

/-- For a site-diagonal kernel with entries `J i`, the Stoner parameter is the sum of
`J i * g i ^ 2` over the sites. -/
theorem stonerParam_diagonal [DecidableEq ι] (J g : ι → ℝ) :
    stonerParam (Matrix.diagonal J) g = ∑ i, J i * g i ^ 2 := by
  simp only [stonerParam, dotProduct, Matrix.mulVec_diagonal]
  exact Finset.sum_congr rfl fun i _ => by ring

end

end SeparableStonerResponse
```

```lean
#print axioms SeparableStonerResponse.stoner_dichotomy
#print axioms SeparableStonerResponse.spontaneous_magnetization_iff
#print axioms SeparableStonerResponse.critical_field_iff
#print axioms SeparableStonerResponse.stonerParam_diagonal
```

```
'SeparableStonerResponse.stoner_dichotomy' depends on axioms: [propext, Classical.choice, Quot.sound]
'SeparableStonerResponse.spontaneous_magnetization_iff' depends on axioms: [propext, Classical.choice, Quot.sound]
'SeparableStonerResponse.critical_field_iff' depends on axioms: [propext, Classical.choice, Quot.sound]
'SeparableStonerResponse.stonerParam_diagonal' depends on axioms: [propext, Classical.choice, Quot.sound]
```

## Notes on the proof

`bareResponse_mulVec` is the first step of the derivation. It compares the two sides site by site, writes out the sums and matches them term by term.

`selfConsistent_iff_amplitude` is the reduction to a scalar equation. The auxiliary statement `key` computes $g\cdot(h+K(cg))=g\cdot h+cI$. In the forward direction the amplitude is chosen as $c=N\,g\cdot(h+Km)$, so that the hypothesis `hm` already says $m=cg$. The scalar equation then follows from $N$ times `key`, which is what `linear_combination N * h2` expresses. In the reverse direction $m$ is replaced by $cg$, and the scalar equation shows that the right-hand side has amplitude $c$.

`selfConsistent_iff` divides by $1-NI$, which is nonzero by the hypothesis `hI`.

`isInteractingResponse_iff_fields` passes between the matrix equation and the fields. From left to right, both sides of the equation are applied to $h$. From right to left, the proof uses `Matrix.toLin'.injective`: a matrix is determined by the linear map it defines, so agreement on every field is enough.

`stoner_dichotomy` has three parts.

1. For the unique solution, the local statement `e` computes the action of $\chi_0/(1-NI)$ on a field, by reading this matrix as a bare response of strength $N/(1-NI)$. The result is the self-consistent magnetization from `selfConsistent_iff`, and the two directions of the equivalence follow from the passage to fields.
2. For the sum of the entries, the constant factors are taken out of the double sum, and `hg` replaces both sums over the profile by one.
3. For $NI=1$, the supposed solution is applied to the uniform field `fun _ => 1`. The scalar equation gives `hN`, which says $N=0$, and putting this into `hI` produces the contradiction $0=1$.

`spontaneous_magnetization_iff` uses `selfConsistent_iff` to show that $m$ vanishes when $NI\neq1$, and gives $m=g$ with amplitude 1 when $NI=1$. `critical_field_iff` first shows $N\neq0$ and then reads $g\cdot h=0$ off the scalar equation; for the converse it supplies the solution with amplitude zero. `stonerParam_diagonal` expands $g^{T}Kg$ for a diagonal kernel and gives the formula $I=\sum_iJ_ig_i^2$ used in the two-site example.
